# A connected hopping matrix has its phase-free ground energy exactly when its phases can be gauged away

Let \(H\) be a Hermitian matrix on a finite, non-empty set of sites, with every site reachable from every other through nonzero entries. Let \(M\) have the same diagonal and off-diagonal entries \(-|H_{ij}|\). The lowest eigenvalues of \(H\) and \(M\) agree if and only if \(U^*HU=M\) for some diagonal unitary \(U\). This equivalence applies in particular to every Hermitian \(H\) whose off-diagonal entries are all nonzero, since any two sites are then directly connected.

## Hopping phases and the ground energy

A charged particle hopping on a lattice in a magnetic field picks up a phase on each bond. Some phases only reflect the choice of local basis: replacing the basis state at site \(i\) by \(u_i\) times itself, with \(|u_i|=1\), changes the phases but not the energies. For one particle on a finite connected lattice, the theorem says that comparing the ground energies of \(H\) and \(M\) detects whether such a change can make all nonzero hoppings real and negative. A triangle with positive hoppings fails this test even without a magnetic field.

The name "diamagnetic inequality" usually refers to Schrödinger operators in continuous space. Here it means that the lowest eigenvalue of \(M\) is at most that of \(H\), and the theorem settles when the two are equal. If a field only multiplies the hoppings by phases, \(M\) is the zero-field matrix exactly when the zero-field hoppings are all real and not positive.

## The statement in Lean

The sites form a finite type `n`, and `H` is a complex matrix indexed by it.

- `groundEnergy` is the infimum of the real spectrum. For a Hermitian matrix on a non-empty set, `exists_groundState` supplies an eigenvector at this energy.
- `energy A x` is \(\mathrm{Re}\,\langle x,Ax\rangle\) for an unnormalised vector; the normalised expectation value is this divided by \(\sum_i|x_i|^2\).
- `phaseFree H` is \(M\), with the sign convention of negative hopping.
- `Connected H` asks for a chain of nonzero matrix elements between any two sites. The empty chain is allowed, so a single site is connected.
- `PhasesRemovable H` provides unit complex numbers \(u_i\) such that \(U=\mathrm{diag}(u_i)\) satisfies \(U^*HU=M\).

The main theorem is `groundEnergy_eq_iff`; `groundEnergy_eq_iff_of_offDiag_ne_zero` treats nonzero off-diagonal entries.

Without connectedness, equal energies need not make the phases removable. Take a triangle with zero on-site energies and all hoppings \(+t\), \(t>0\), and an isolated site at energy \(-3t\): both ground energies are \(-3t\), yet the triangle's phases remain.

## From equal energies to a gauge

Write \(E_A\) for the lowest eigenvalue of a Hermitian matrix \(A\). Expanding \(x=\sum_k c_kv_k\) in orthonormal eigenvectors with eigenvalues \(\lambda_k\) gives

\[
\langle x,Ax\rangle-E_A\sum_i|x_i|^2=\sum_k(\lambda_k-E_A)|c_k|^2\ge0 .
\]

Equality leaves only components with \(\lambda_k=E_A\), so then \(Ax=E_Ax\).

Let \(x\) be a ground state of \(H\) and \(r_i=|x_i|\). For \(i\ne j\),

\[
\mathrm{Re}(\bar x_iH_{ij}x_j)\ge-r_i|H_{ij}|r_j=r_iM_{ij}r_j ,
\]

while the diagonal terms are equal. Since \(M\) is also Hermitian, summing gives

\[
E_M\sum_ir_i^2\le\langle r,Mr\rangle\le\langle x,Hx\rangle=E_H\sum_ir_i^2 .
\]

Hence \(E_M\le E_H\). If \(E_M=E_H\), both inequalities are equalities: \(r\) is a ground state of \(M\), and every bond inequality is an equality.

No \(r_a\) vanishes. If \(r_a=0\), row \(a\) of \(Mr=E_Mr\) reads \(-\sum_{j\ne a}|H_{aj}|r_j=0\), so \(r_j=0\) at every neighbour. Connectedness spreads the zero to all sites, contradicting \(x\ne0\).

Now set \(u_i=x_i/r_i\). For \(i\ne j\), the number \(z=\bar x_iH_{ij}x_j\) satisfies \(\mathrm{Re}\,z=-|z|\). Since \(|z|^2=(\mathrm{Re}\,z)^2+(\mathrm{Im}\,z)^2\), its imaginary part is zero and \(z=-|z|\). Dividing by \(r_ir_j\) gives \(\bar u_iH_{ij}u_j=-|H_{ij}|\). On the diagonal, \(|u_i|^2H_{ii}=H_{ii}\). Thus \(U^*HU=M\).

Conversely, if \(U^*HU=M\), the matrices are unitarily equivalent and have the same spectrum.

For distinct sites \(i,j,k\), multiplying the three gauged hoppings cancels every \(u\):

\[
H_{ij}H_{jk}H_{ki}=-|H_{ij}H_{jk}H_{ki}| .
\]

This is `triangle_product`, which assumes connectedness and equal ground energies.

## A three-site ring

In this section \(i\) is the imaginary unit. Take zero diagonal and \(H_{12}=H_{23}=H_{31}=-te^{i\varphi/3}\), with \(t>0\) and \(\varphi\) the total magnetic phase around the ring. The eigenvalues are \(-2t\cos((\varphi+2\pi m)/3)\), \(m=0,1,2\), and \(E_M=-2t\).

At \(\varphi=\pi\) the ground energy is \(-t\), so no gauge removes the phases. At \(\varphi=2\pi\) it is \(-2t\), with ground state \(x_j=e^{-2\pi ij/3}\). These components have modulus one, so \(u_j=x_j\), and \(\bar u_1H_{12}u_2=e^{-2\pi i/3}(-te^{2\pi i/3})=-t\).

## The complete Lean file

```lean
import Mathlib

open Matrix
open scoped ComplexOrder

namespace DiamagneticEquality

noncomputable section

variable {n : Type*} [Fintype n] [DecidableEq n]

/-- The ground energy of a Hamiltonian matrix: the infimum of its real spectrum. -/
def groundEnergy (A : Matrix n n ℂ) : ℝ := sInf (spectrum ℝ A)

/-- The energy expectation `⟨x, A x⟩` (real part) of an unnormalised state `x`. -/
def energy (A : Matrix n n ℂ) (x : n → ℂ) : ℝ := (star x ⬝ᵥ A *ᵥ x).re

/-- The phase-free partner of `H`: same diagonal, off-diagonal entries `-|H i j|`. -/
def phaseFree (H : Matrix n n ℂ) : Matrix n n ℂ :=
  fun i j => if i = j then H i i else -(‖H i j‖ : ℂ)

/-- Every site can be reached from every other through nonzero matrix elements. -/
def Connected (H : Matrix n n ℂ) : Prop :=
  ∀ i j, Relation.ReflTransGen (fun a b => H a b ≠ 0) i j

/-- A diagonal unitary `U` turns `H` into its phase-free partner, `U* H U = M`. -/
def PhasesRemovable (H : Matrix n n ℂ) : Prop :=
  ∃ u : n → ℂ, (∀ i, ‖u i‖ = 1) ∧ (diagonal u)ᴴ * H * diagonal u = phaseFree H

lemma shift_mulVec (A : Matrix n n ℂ) (E : ℝ) (x : n → ℂ) :
    (A - algebraMap ℝ (Matrix n n ℂ) E) *ᵥ x = A *ᵥ x - (E : ℂ) • x := by
  rw [sub_mulVec, Algebra.algebraMap_eq_smul_one, smul_mulVec, one_mulVec]
  ext i
  simp

omit [DecidableEq n] in
lemma star_dot_self (x : n → ℂ) : star x ⬝ᵥ x = ((∑ i, ‖x i‖ ^ 2 : ℝ) : ℂ) := by
  push_cast
  exact Finset.sum_congr rfl fun i _ => Complex.conj_mul' (x i)

/-- A Hermitian matrix minus its ground energy is positive semidefinite. -/
theorem posSemidef_shift {A : Matrix n n ℂ} (hA : A.IsHermitian) :
    (A - algebraMap ℝ (Matrix n n ℂ) (groundEnergy A)).PosSemidef := by
  have hB : (A - algebraMap ℝ (Matrix n n ℂ) (groundEnergy A)).IsHermitian := by
    refine hA.sub ?_
    rw [Matrix.IsHermitian, Algebra.algebraMap_eq_smul_one, conjTranspose_smul]
    simp
  rw [hB.posSemidef_iff_eigenvalues_nonneg]
  intro i
  have h1 : hB.eigenvalues i ∈
      spectrum ℝ (A - algebraMap ℝ (Matrix n n ℂ) (groundEnergy A)) := by
    rw [hB.spectrum_real_eq_range_eigenvalues]
    exact ⟨i, rfl⟩
  -- an eigenvalue of the shifted matrix is a shifted eigenvalue of `A`
  have h2 : groundEnergy A + hB.eigenvalues i ∈ spectrum ℝ A := by
    rw [spectrum.mem_iff] at h1 ⊢
    have e : algebraMap ℝ (Matrix n n ℂ) (groundEnergy A + hB.eigenvalues i) - A =
        algebraMap ℝ (Matrix n n ℂ) (hB.eigenvalues i) -
          (A - algebraMap ℝ (Matrix n n ℂ) (groundEnergy A)) := by
      rw [map_add]
      abel
    rwa [e]
  have hb : BddBelow (spectrum ℝ A) := by
    rw [hA.spectrum_real_eq_range_eigenvalues]
    exact (Set.finite_range _).bddBelow
  have h3 : groundEnergy A ≤ groundEnergy A + hB.eigenvalues i := csInf_le hb h2
  change (0 : ℝ) ≤ hB.eigenvalues i
  linarith

/-- Rayleigh-Ritz bound: for Hermitian `A`, no state has an energy expectation below the
ground energy times its squared norm. -/
theorem groundEnergy_le {A : Matrix n n ℂ} (hA : A.IsHermitian) (x : n → ℂ) :
    groundEnergy A * ∑ i, ‖x i‖ ^ 2 ≤ energy A x := by
  have h := (posSemidef_shift hA).dotProduct_mulVec_nonneg x
  rw [shift_mulVec, dotProduct_sub, dotProduct_smul, star_dot_self, smul_eq_mul] at h
  have h1 := (Complex.le_def.1 h).1
  rw [Complex.zero_re, Complex.sub_re, Complex.re_ofReal_mul, Complex.ofReal_re] at h1
  unfold energy
  linarith

/-- For Hermitian `A`, a state that attains the Rayleigh-Ritz bound solves the eigenvalue
equation at the ground energy. -/
theorem eigen_of_minimal {A : Matrix n n ℂ} (hA : A.IsHermitian) (x : n → ℂ)
    (hx : energy A x = groundEnergy A * ∑ i, ‖x i‖ ^ 2) :
    A *ᵥ x = (groundEnergy A : ℂ) • x := by
  have h := (posSemidef_shift hA).dotProduct_mulVec_nonneg x
  have h0 : star x ⬝ᵥ (A - algebraMap ℝ (Matrix n n ℂ) (groundEnergy A)) *ᵥ x = 0 := by
    refine Complex.ext ?_ (Complex.le_def.1 h).2.symm
    rw [shift_mulVec, dotProduct_sub, dotProduct_smul, star_dot_self, smul_eq_mul,
      Complex.zero_re, Complex.sub_re, Complex.re_ofReal_mul, Complex.ofReal_re]
    unfold energy at hx
    linarith
  have h1 := ((posSemidef_shift hA).dotProduct_mulVec_zero_iff x).1 h0
  rwa [shift_mulVec, sub_eq_zero] at h1

/-- A Hermitian matrix on a non-empty set of sites has an eigenvector at its ground energy. -/
theorem exists_groundState [Nonempty n] {A : Matrix n n ℂ} (hA : A.IsHermitian) :
    ∃ x : n → ℂ, x ≠ 0 ∧ A *ᵥ x = (groundEnergy A : ℂ) • x := by
  have hm : groundEnergy A ∈ spectrum ℝ A := by
    unfold groundEnergy
    rw [hA.spectrum_real_eq_range_eigenvalues]
    exact (Set.range_nonempty _).csInf_mem (Set.finite_range _)
  rw [spectrum.mem_iff, Matrix.isUnit_iff_isUnit_det, isUnit_iff_ne_zero, not_not] at hm
  obtain ⟨x, hx, h⟩ := Matrix.exists_mulVec_eq_zero_iff.2 hm
  refine ⟨x, hx, ?_⟩
  rw [← sub_eq_zero, ← shift_mulVec,
    ← neg_sub (algebraMap ℝ (Matrix n n ℂ) (groundEnergy A)) A, neg_mulVec, h, neg_zero]

/-- If `H` is connected, a nonzero eigenvector of its phase-free partner with real eigenvalue and
nonnegative amplitudes has no zero amplitude. -/
theorem amplitudes_pos {H : Matrix n n ℂ} (hc : Connected H) {r : n → ℝ}
    (hr : ∀ i, 0 ≤ r i) (hne : r ≠ 0) {E : ℝ}
    (h : phaseFree H *ᵥ (fun i => (r i : ℂ)) = (E : ℂ) • fun i => (r i : ℂ)) (i : n) :
    0 < r i := by
  -- a zero amplitude spreads to every neighbour
  have step : ∀ a b, r a = 0 → H a b ≠ 0 → r b = 0 := by
    intro a b ha hab
    have h1 := congrFun h a
    simp only [mulVec, dotProduct, Pi.smul_apply, smul_eq_mul, ha, Complex.ofReal_zero,
      mul_zero] at h1
    have h2 : ∀ j, phaseFree H a j * (r j : ℂ) = -((‖H a j‖ * r j : ℝ) : ℂ) := by
      intro j
      by_cases hj : a = j
      · subst hj
        simp [ha]
      · simp [phaseFree, hj]
    simp only [h2, Finset.sum_neg_distrib, neg_eq_zero] at h1
    have hs : ∑ j, ‖H a j‖ * r j = 0 := by exact_mod_cast h1
    have h3 := (Finset.sum_eq_zero_iff_of_nonneg
      (fun j _ => mul_nonneg (norm_nonneg _) (hr j))).1 hs b (Finset.mem_univ b)
    exact (mul_eq_zero.1 h3).resolve_left (norm_ne_zero_iff.2 hab)
  refine lt_of_le_of_ne (hr i) fun hi => hne (funext fun j => ?_)
  change r j = 0
  induction hc i j with
  | refl => exact hi.symm
  | tail _ hbc ih => exact step _ _ ih hbc

omit [Fintype n] in
lemma phaseFree_isHermitian {H : Matrix n n ℂ} (hH : H.IsHermitian) :
    (phaseFree H).IsHermitian := by
  ext i j
  rw [conjTranspose_apply]
  by_cases hij : i = j
  · subst hij
    simpa [phaseFree] using hH.apply i i
  · have hn : ‖H j i‖ = ‖H i j‖ := by rw [← hH.apply i j, norm_star]
    simp [phaseFree, hij, Ne.symm hij, hn]

omit [DecidableEq n] in
lemma energy_eq_sum (A : Matrix n n ℂ) (x : n → ℂ) :
    energy A x = ∑ i, ∑ j, (star (x i) * A i j * x j).re := by
  simp only [energy, dotProduct, mulVec, Pi.star_apply, Finset.mul_sum, Complex.re_sum,
    mul_assoc]

omit [Fintype n] in
lemma bond_le (H : Matrix n n ℂ) (x : n → ℂ) (i j : n) :
    (star (‖x i‖ : ℂ) * phaseFree H i j * (‖x j‖ : ℂ)).re ≤
      (star (x i) * H i j * x j).re := by
  by_cases hij : i = j
  · subst hij
    have e : star (x i) * x i = (‖x i‖ : ℂ) ^ 2 := Complex.conj_mul' (x i)
    apply le_of_eq
    congr 1
    simp only [phaseFree, if_true, Complex.star_def, Complex.conj_ofReal] at e ⊢
    linear_combination (-H i i) * e
  · have h := neg_le_of_abs_le (Complex.abs_re_le_norm (star (x i) * H i j * x j))
    rw [norm_mul, norm_mul, norm_star] at h
    have e : star (‖x i‖ : ℂ) * phaseFree H i j * (‖x j‖ : ℂ) =
        ((-(‖x i‖ * ‖H i j‖ * ‖x j‖) : ℝ) : ℂ) := by
      simp only [phaseFree, if_neg hij, Complex.star_def, Complex.conj_ofReal]
      push_cast
      ring
    rw [e, Complex.ofReal_re]
    exact h

lemma eq_neg_norm {z : ℂ} (h : z.re = -‖z‖) : z = -(‖z‖ : ℂ) := by
  have h1 := Complex.sq_norm z
  rw [Complex.normSq_apply, h] at h1
  have h2 : z.im = 0 := by
    apply mul_self_eq_zero.1
    linarith [h1, sq ‖z‖, neg_mul_neg ‖z‖ ‖z‖]
  apply Complex.ext <;> simp [h, h2]

/-- Equality in the diamagnetic inequality: for a connected Hermitian `H` on a non-empty set
of sites, `H` and its phase-free partner have the same ground energy if and only if a
diagonal unitary removes all hopping phases. -/
theorem groundEnergy_eq_iff [Nonempty n] {H : Matrix n n ℂ} (hH : H.IsHermitian)
    (hc : Connected H) :
    groundEnergy H = groundEnergy (phaseFree H) ↔ PhasesRemovable H := by
  constructor
  · intro hE
    obtain ⟨x, hx, hxe⟩ := exists_groundState hH
    have hM := phaseFree_isHermitian hH
    have hxE : energy H x = groundEnergy H * ∑ i, ‖x i‖ ^ 2 := by
      rw [energy, hxe, dotProduct_smul, star_dot_self, smul_eq_mul, Complex.re_ofReal_mul,
        Complex.ofReal_re]
    have hnorm : ∑ i, ‖(‖x i‖ : ℂ)‖ ^ 2 = ∑ i, ‖x i‖ ^ 2 := by simp
    have hlow := groundEnergy_le hM (fun i => (‖x i‖ : ℂ))
    rw [hnorm, ← hE, ← hxE] at hlow
    have hrow : ∀ i ∈ Finset.univ,
        ∑ j, (star (‖x i‖ : ℂ) * phaseFree H i j * (‖x j‖ : ℂ)).re ≤
          ∑ j, (star (x i) * H i j * x j).re :=
      fun i _ => Finset.sum_le_sum fun j _ => bond_le H x i j
    have heq : energy (phaseFree H) (fun i => (‖x i‖ : ℂ)) = energy H x := by
      refine le_antisymm ?_ hlow
      rw [energy_eq_sum, energy_eq_sum]
      exact Finset.sum_le_sum hrow
    -- the moduli form a ground state of the phase-free partner, without zeros
    have hy := eigen_of_minimal hM (fun i => (‖x i‖ : ℂ)) (by rw [heq, hnorm, ← hE, hxE])
    have hpos : ∀ i, 0 < ‖x i‖ := amplitudes_pos hc (fun i => norm_nonneg (x i))
      (fun h0 => hx (funext fun i => norm_eq_zero.1 (congrFun h0 i))) hy
    have hne : ∀ i, (‖x i‖ : ℂ) ≠ 0 := fun i => Complex.ofReal_ne_zero.2 (hpos i).ne'
    -- equality of the total energies forces equality on every bond
    rw [energy_eq_sum, energy_eq_sum] at heq
    have hbond := fun i j => (Finset.sum_eq_sum_iff_of_le fun j _ => bond_le H x i j).1
      ((Finset.sum_eq_sum_iff_of_le hrow).1 heq i (Finset.mem_univ i)) j (Finset.mem_univ j)
    refine ⟨fun i => x i / (‖x i‖ : ℂ), fun i => ?_, ?_⟩
    · rw [norm_div, Complex.norm_real, norm_norm, div_self (hpos i).ne']
    ext i j
    rw [diagonal_conjTranspose, mul_diagonal, diagonal_mul, Pi.star_apply]
    have e : star (x i / (‖x i‖ : ℂ)) * H i j * (x j / (‖x j‖ : ℂ)) =
        (star (x i) * H i j * x j) / ((‖x i‖ : ℂ) * (‖x j‖ : ℂ)) := by
      simp only [star_div₀, Complex.star_def, Complex.conj_ofReal]
      ring
    rw [e, div_eq_iff (mul_ne_zero (hne i) (hne j))]
    by_cases hij : i = j
    · subst hij
      have e1 : star (x i) * x i = (‖x i‖ : ℂ) ^ 2 := Complex.conj_mul' (x i)
      simp only [phaseFree, if_true]
      linear_combination H i i * e1
    · have hb := hbond i j
      have e2 : star (‖x i‖ : ℂ) * phaseFree H i j * (‖x j‖ : ℂ) =
          ((-‖star (x i) * H i j * x j‖ : ℝ) : ℂ) := by
        rw [norm_mul, norm_mul, norm_star]
        simp only [phaseFree, if_neg hij, Complex.star_def, Complex.conj_ofReal]
        push_cast
        ring
      rw [e2, Complex.ofReal_re] at hb
      rw [eq_neg_norm hb.symm, norm_mul, norm_mul, norm_star]
      simp only [phaseFree, if_neg hij]
      push_cast
      ring
  · -- conjugation by a unitary leaves the spectrum unchanged
    rintro ⟨u, hu, h⟩
    have h1 : (diagonal u)ᴴ * diagonal u = 1 := by
      rw [diagonal_conjTranspose, diagonal_mul_diagonal, ← diagonal_one]
      congr 1
      funext i
      have e : star (u i) * u i = (‖u i‖ : ℂ) ^ 2 := Complex.conj_mul' (u i)
      rw [Pi.star_apply, e, hu i]
      simp
    let U : (Matrix n n ℂ)ˣ := ⟨diagonal u, (diagonal u)ᴴ, mul_eq_one_comm.1 h1, h1⟩
    have hs : spectrum ℝ ((diagonal u)ᴴ * H * diagonal u) = spectrum ℝ H :=
      spectrum.units_conjugate' (a := H) (u := U)
    rw [groundEnergy, groundEnergy, ← h, hs]

/-- `H` and its phase-free partner have the same ground energy if and only if a diagonal unitary
removes all hopping phases, for a Hermitian `H` on a non-empty set of sites whose off-diagonal
entries are all nonzero. -/
theorem groundEnergy_eq_iff_of_offDiag_ne_zero [Nonempty n] {H : Matrix n n ℂ}
    (hH : H.IsHermitian) (h0 : ∀ i j, i ≠ j → H i j ≠ 0) :
    groundEnergy H = groundEnergy (phaseFree H) ↔ PhasesRemovable H := by
  refine groundEnergy_eq_iff hH fun i j => ?_
  by_cases hij : i = j
  · subst hij
    exact Relation.ReflTransGen.refl
  · exact Relation.ReflTransGen.single (h0 i j hij)

/-- If a connected Hermitian `H` has the ground energy of its phase-free partner, the product
of the hoppings around any triangle of distinct sites equals minus its modulus. -/
theorem triangle_product {H : Matrix n n ℂ} (hH : H.IsHermitian) (hc : Connected H)
    (hE : groundEnergy H = groundEnergy (phaseFree H)) {i j k : n}
    (hij : i ≠ j) (hjk : j ≠ k) (hki : k ≠ i) :
    H i j * H j k * H k i = -(‖H i j * H j k * H k i‖ : ℂ) := by
  have : Nonempty n := ⟨i⟩
  obtain ⟨u, hu, h⟩ := (groundEnergy_eq_iff hH hc).1 hE
  have hent : ∀ a b, a ≠ b → star (u a) * H a b * u b = -(‖H a b‖ : ℂ) := by
    intro a b hab
    have h1 := congrFun (congrFun h a) b
    rw [diagonal_conjTranspose, mul_diagonal, diagonal_mul, Pi.star_apply] at h1
    rw [h1, phaseFree, if_neg hab]
  have e : ∀ a, star (u a) * u a = 1 := by
    intro a
    have e1 : star (u a) * u a = (‖u a‖ : ℂ) ^ 2 := Complex.conj_mul' (u a)
    rw [e1, hu a]
    simp
  -- around a closed loop the gauge phases cancel
  calc H i j * H j k * H k i
      = H i j * H j k * H k i *
          ((star (u i) * u i) * (star (u j) * u j) * (star (u k) * u k)) := by
        rw [e, e, e]
        ring
    _ = (star (u i) * H i j * u j) * (star (u j) * H j k * u k) *
          (star (u k) * H k i * u i) := by ring
    _ = -(‖H i j * H j k * H k i‖ : ℂ) := by
        rw [hent i j hij, hent j k hjk, hent k i hki, norm_mul, norm_mul]
        push_cast
        ring

end

end DiamagneticEquality
```

```lean
#print axioms DiamagneticEquality.groundEnergy_eq_iff
#print axioms DiamagneticEquality.groundEnergy_eq_iff_of_offDiag_ne_zero
#print axioms DiamagneticEquality.triangle_product
```

```
'DiamagneticEquality.groundEnergy_eq_iff' depends on axioms: [propext, Classical.choice, Quot.sound]
'DiamagneticEquality.groundEnergy_eq_iff_of_offDiag_ne_zero' depends on axioms: [propext, Classical.choice, Quot.sound]
'DiamagneticEquality.triangle_product' depends on axioms: [propext, Classical.choice, Quot.sound]
```

## Where the steps sit in the code

`posSemidef_shift` shows that \(A-E_A\) is positive semidefinite, because adding \(E_A\) to any of its eigenvalues gives an element of the spectrum of \(A\). `groundEnergy_le` reads off the Rayleigh-Ritz bound. `eigen_of_minimal` treats equality through a property of positive semidefinite matrices, a zero quadratic form forcing \((A-E_A)x=0\), in place of the eigenvector expansion.

`bond_le` is the comparison for one pair of sites, and `energy_eq_sum` writes the energy as a double sum of such terms. In `amplitudes_pos`, `step` passes a zero to a neighbour, and induction along the connecting chain carries it to every site.

The forward half of `groundEnergy_eq_iff` combines these results. Two uses of `Finset.sum_eq_sum_iff_of_le` take equality from the total energy to each row and then to each bond; `eq_neg_norm` fixes the phase. The converse uses `spectrum.units_conjugate'`, the invariance of the spectrum under conjugation.

For nonzero off-diagonal entries, a chain of at most one step proves connectedness. In `triangle_product`, the `calc` block inserts the factors \(\bar u_au_a=1\) and regroups them into three gauged hoppings.
